# Additivity of the extended coupled-cluster functional for uncoupled fragments with separated amplitudes, when $S$ annihilates the reference

Two molecules are so far apart that they no longer interact. An extended coupled-cluster calculation on the pair is stopped before its amplitudes have converged, but each amplitude belongs to one molecule alone. Does the energy functional already separate into one contribution per molecule, or does that require solved amplitude equations?

Each fragment is modelled by complex square matrices of finite size, with a basis vector $e_0$ as reference.

```lean
import Mathlib

open Matrix
open scoped Kronecker

namespace ExtendedCoupledCluster

noncomputable section

variable {m n : Type*} [Fintype m] [DecidableEq m] [Fintype n] [DecidableEq n]
```

In Lean the reference is `ref o`, where the index `o` may be any basis label.

```lean
/-- The reference state: the basis vector with index `o`. -/
def ref (o : n) : n → ℂ := Pi.single o 1
```

The functional, written `ecc o H S T`, is
$$F(H,S,T)=e_0^{\top}\,e^{S}e^{-T}He^{T}e_0 .$$
Here $\top$ denotes the transpose, $T$ plays the role of the excitation operator and $S$ that of the de-excitation operator. The definition demands neither nilpotent amplitudes nor a Hermitian $H$.

```lean
/-- The extended coupled-cluster functional
`F(H, S, T) = e0ᵀ exp(S) exp(-T) H exp(T) e0`. -/
def ecc (o : n) (H S T : Matrix n n ℂ) : ℂ :=
  ref o ⬝ᵥ ((NormedSpace.exp S * NormedSpace.exp (-T) * H * NormedSpace.exp T) *ᵥ ref o)
```

Operators without coupling are Kronecker sums, $X\oplus Y=X\otimes 1+1\otimes Y$. The fragments are distinguishable: electrons are not antisymmetrised between them.

```lean
/-- The Kronecker sum `A ⊗ 1 + 1 ⊗ B`: an operator of two fragments without coupling. -/
def kronSum (A : Matrix m m ℂ) (B : Matrix n n ℂ) : Matrix (m × n) (m × n) ℂ :=
  A ⊗ₖ (1 : Matrix n n ℂ) + (1 : Matrix m m ℂ) ⊗ₖ B
```

Below, $F_A(H)=F(H,S_A,T_A)$ and $F_B(H)=F(H,S_B,T_B)$, with references $e_a$ and $e_b$. $F_{AB}(H)$ has amplitudes $S_A\oplus S_B$ and $T_A\oplus T_B$ and reference $e_{(a,b)}=e_a\otimes e_b$. This separated form of the composite amplitudes is assumed, not derived from amplitude equations.

## (a) The exponential series

**Task.** Show that the matrix exponential is the sum of its power series:
$$e^{A}=\sum_{k\ge 0}\frac{A^k}{k!}.$$

**Solution.** In a submultiplicative norm, $\|A^k\|/k!\le\|A\|^k/k!$ for $k\ge1$, so the series converges absolutely, and its sum defines $e^A$. The proof picks such a norm locally and applies Mathlib's series theorem.

```lean
/-- The exponential of a matrix is the sum of its power series. -/
theorem hasSum_exp (A : Matrix n n ℂ) :
    HasSum (fun k : ℕ => ((k.factorial : ℂ)⁻¹) • A ^ k) (NormedSpace.exp A) := by
  let : NormedRing (Matrix n n ℂ) := Matrix.linftyOpNormedRing
  let : NormedAlgebra ℂ (Matrix n n ℂ) := Matrix.linftyOpNormedAlgebra
  exact NormedSpace.exp_series_hasSum_exp' (𝕂 := ℂ) A
```

## (b) Homomorphisms and exponentials

**Task.** For an algebra homomorphism $f$ between matrix algebras, show
$$f(e^{A})=e^{f(A)}.$$

**Solution.** A linear map in finite dimension is continuous, so $f$ passes through the sum, and $f(A^k)=f(A)^k$. Both sides are then limits of the same series, and `h1.unique` equates them.

```lean
/-- An algebra homomorphism between matrix algebras carries exponentials to exponentials. -/
theorem exp_algHom (f : Matrix m m ℂ →ₐ[ℂ] Matrix n n ℂ) (A : Matrix m m ℂ) :
    f (NormedSpace.exp A) = NormedSpace.exp (f A) := by
  have hf : Continuous f := f.toLinearMap.continuous_of_finiteDimensional
  have h1 := (hasSum_exp A).map f hf
  refine h1.unique ?_
  simpa [Function.comp_def, map_smul, map_pow] using hasSum_exp (f A)
```

## (c) The inverse exponential

**Task.** Show
$$e^{-X}e^{X}=1.$$

**Solution.** $-X$ and $X$ commute, so the exponents add: $e^{-X+X}=e^0=1$.

```lean
/-- `exp(-X)` is the inverse of `exp(X)`. -/
theorem exp_neg_mul_exp (X : Matrix n n ℂ) :
    NormedSpace.exp (-X) * NormedSpace.exp X = 1 := by
  rw [← Matrix.exp_add_of_commute (-X) X (Commute.refl X).neg_left, neg_add_cancel,
    NormedSpace.exp_zero]
```

## (d) Product observables

**Task.** For arbitrary amplitudes, show
$$F_{AB}(V_A\otimes V_B)=F_A(V_A)\,F_B(V_B).$$

**Solution.** The maps $X\mapsto X\otimes1$ and $Y\mapsto1\otimes Y$ are algebra homomorphisms (`f` and `g`), so (b) gives $e^{X\otimes1}=e^X\otimes1$ and $e^{1\otimes Y}=1\otimes e^Y$. The two exponents commute (`hc`), hence
$$e^{X\oplus Y}=e^X\otimes e^Y,$$
which is `hexp`. Also $-(T_A\oplus T_B)=(-T_A)\oplus(-T_B)$, which is `hneg`. The rule $(M\otimes N)(M'\otimes N')=MM'\otimes NN'$ collects the four factors of the functional into one Kronecker product, whose reference element factorises (`hent`).

```lean
/-- For a product observable `VA ⊗ VB` and amplitudes that are Kronecker sums, the functional
is the product of the fragment values. -/
theorem ecc_kronecker (a : m) (b : n) (VA SA TA : Matrix m m ℂ) (VB SB TB : Matrix n n ℂ) :
    ecc (a, b) (VA ⊗ₖ VB) (kronSum SA SB) (kronSum TA TB) =
      ecc a VA SA TA * ecc b VB SB TB := by
  -- the exponential of a Kronecker sum factorises
  have hexp : ∀ (X : Matrix m m ℂ) (Y : Matrix n n ℂ),
      NormedSpace.exp (kronSum X Y) = NormedSpace.exp X ⊗ₖ NormedSpace.exp Y := by
    intro X Y
    let f : Matrix m m ℂ →ₐ[ℂ] Matrix (m × n) (m × n) ℂ := AlgHom.ofLinearMap
      { toFun := fun A => A ⊗ₖ (1 : Matrix n n ℂ)
        map_add' := fun A B => Matrix.add_kronecker A B 1
        map_smul' := fun c A => Matrix.smul_kronecker c A 1 }
      Matrix.one_kronecker_one
      (fun A B => by simpa using Matrix.mul_kronecker_mul A B (1 : Matrix n n ℂ) 1)
    let g : Matrix n n ℂ →ₐ[ℂ] Matrix (m × n) (m × n) ℂ := AlgHom.ofLinearMap
      { toFun := fun B => (1 : Matrix m m ℂ) ⊗ₖ B
        map_add' := fun A B => Matrix.kronecker_add 1 A B
        map_smul' := fun c B => Matrix.kronecker_smul c 1 B }
      Matrix.one_kronecker_one
      (fun A B => by simpa using Matrix.mul_kronecker_mul (1 : Matrix m m ℂ) 1 A B)
    have hX : NormedSpace.exp (X ⊗ₖ (1 : Matrix n n ℂ)) = NormedSpace.exp X ⊗ₖ 1 :=
      (exp_algHom f X).symm
    have hY : NormedSpace.exp ((1 : Matrix m m ℂ) ⊗ₖ Y) = 1 ⊗ₖ NormedSpace.exp Y :=
      (exp_algHom g Y).symm
    have hc : Commute (X ⊗ₖ (1 : Matrix n n ℂ)) ((1 : Matrix m m ℂ) ⊗ₖ Y) := by
      change _ * _ = _ * _
      rw [← Matrix.mul_kronecker_mul, ← Matrix.mul_kronecker_mul, mul_one, one_mul,
        mul_one, one_mul]
    rw [kronSum, Matrix.exp_add_of_commute _ _ hc, hX, hY, ← Matrix.mul_kronecker_mul,
      mul_one, one_mul]
  have hneg : -kronSum TA TB = kronSum (-TA) (-TB) := by
    ext i j
    simp only [kronSum, Matrix.neg_apply, Matrix.add_apply, Matrix.kroneckerMap_apply]
    ring
  -- the reference expectation value of a product operator factorises
  have hent : ∀ (M : Matrix m m ℂ) (N : Matrix n n ℂ),
      ref (a, b) ⬝ᵥ ((M ⊗ₖ N) *ᵥ ref (a, b)) =
        (ref a ⬝ᵥ (M *ᵥ ref a)) * (ref b ⬝ᵥ (N *ᵥ ref b)) := by
    intro M N
    simp [ref]
  simp only [ecc]
  rw [hneg, hexp, hexp, hexp, ← Matrix.mul_kronecker_mul, ← Matrix.mul_kronecker_mul,
    ← Matrix.mul_kronecker_mul, hent]
```

## (e) The identity operator

**Task.** Let $Se_0=0$: the reference contains nothing to de-excite. Show
$$F(1,S,T)=1.$$

**Solution.** Every term $S^ke_0/k!$ with $k\ge1$ vanishes, so $e^Se_0=e_0$ (`h2`). By (c),
$$F(1,S,T)=e_0^{\top}e^Se^{-T}e^Te_0=e_0^{\top}e^Se_0=e_0^{\top}e_0=1.$$

```lean
/-- If `S` annihilates the reference, the functional of the identity operator is one. -/
theorem ecc_one (o : n) (S T : Matrix n n ℂ) (hS : S *ᵥ ref o = 0) :
    ecc o 1 S T = 1 := by
  have h : HasSum (fun k : ℕ => (((k.factorial : ℂ)⁻¹) • S ^ k) *ᵥ ref o)
      (NormedSpace.exp S *ᵥ ref o) :=
    (hasSum_exp S).map (Matrix.mulVec.addMonoidHomLeft (ref o))
      (continuous_id.matrix_mulVec continuous_const)
  -- only the zeroth term of the series survives on the reference
  have h1 := hasSum_single (f := fun k : ℕ => (((k.factorial : ℂ)⁻¹) • S ^ k) *ᵥ ref o) 0
    (by
      intro k hk
      obtain ⟨j, rfl⟩ := Nat.exists_eq_succ_of_ne_zero hk
      simp only [Nat.succ_eq_add_one]
      rw [Matrix.smul_mulVec, pow_succ, ← Matrix.mulVec_mulVec, hS, Matrix.mulVec_zero,
        smul_zero])
  have h2 : NormedSpace.exp S *ᵥ ref o = ref o := by simpa using h.unique h1
  rw [ecc, mul_one, mul_assoc, exp_neg_mul_exp, mul_one, h2]
  simp [ref]
```

## (f) Uncoupled Hamiltonians, arbitrary amplitudes

**Task.** Without any condition on $S$, show
$$F_{AB}(H_A\oplus H_B)=F_A(H_A)F_B(1)+F_A(1)F_B(H_B).$$

**Solution.** $F$ is linear in $H$, so the left side is $F_{AB}(H_A\otimes1)+F_{AB}(1\otimes H_B)$. Apply (d) to each term. Lean uses (d) from right to left, then expands the sum.

```lean
/-- For arbitrary fragment amplitudes, combined as Kronecker sums, the functional of two uncoupled
fragments is the sum of the fragment values, each weighted by the other fragment's functional of the
identity. -/
theorem ecc_kronSum (a : m) (b : n) (HA SA TA : Matrix m m ℂ) (HB SB TB : Matrix n n ℂ) :
    ecc (a, b) (kronSum HA HB) (kronSum SA SB) (kronSum TA TB) =
      ecc a HA SA TA * ecc b 1 SB TB + ecc a 1 SA TA * ecc b HB SB TB := by
  rw [← ecc_kronecker, ← ecc_kronecker]
  simp only [ecc, kronSum, Matrix.mul_add, Matrix.add_mul, Matrix.add_mulVec, dotProduct_add]
```

## (g) Additivity

**Task.** Let $S_Ae_a=0$ and $S_Be_b=0$. Show
$$F_{AB}(H_A\oplus H_B)=F_A(H_A)+F_B(H_B).$$

**Solution.** By (e) both weights in (f) equal one. No amplitude equation was used, so in this finite model of non-interacting fragments with separated amplitudes, size consistency of the functional holds at every stage of an iteration.

```lean
/-- Additive separability of extended coupled cluster: if `SA` and `SB` annihilate their references,
the functional of two uncoupled fragments is the sum of the fragment functionals, provided the
composite amplitudes are the Kronecker sums of the fragment amplitudes. The amplitudes need not
solve any equations. -/
theorem ecc_additive (a : m) (b : n) (HA SA TA : Matrix m m ℂ) (HB SB TB : Matrix n n ℂ)
    (hA : SA *ᵥ ref a = 0) (hB : SB *ᵥ ref b = 0) :
    ecc (a, b) (kronSum HA HB) (kronSum SA SB) (kronSum TA TB) =
      ecc a HA SA TA + ecc b HB SB TB := by
  rw [ecc_kronSum, ecc_one a SA TA hA, ecc_one b SB TB hB, mul_one, one_mul]
```

## (h) Observables on one fragment

**Task.** Assuming only $S_Be_b=0$, show that the distant fragment leaves a local observable unchanged:
$$F_{AB}(V_A\otimes1)=F_A(V_A).$$

**Solution.** Put $V_B=1$ in (d) and use $F_B(1)=1$ from (e).

```lean
/-- If `SB` annihilates its reference, an observable acting on fragment A alone has the same value
in the composite system, with Kronecker sums as amplitudes, as in the isolated fragment. -/
theorem ecc_local (a : m) (b : n) (VA SA TA : Matrix m m ℂ) (SB TB : Matrix n n ℂ)
    (hB : SB *ᵥ ref b = 0) :
    ecc (a, b) (VA ⊗ₖ (1 : Matrix n n ℂ)) (kronSum SA SB) (kronSum TA TB) =
      ecc a VA SA TA := by
  rw [ecc_kronecker, ecc_one b SB TB hB, mul_one]
```

## (i) The exact condition

**Task.** For fixed amplitudes, show
$$\bigl[\forall H_A,H_B:\ F_{AB}(H_A\oplus H_B)=F_A(H_A)+F_B(H_B)\bigr]\iff F_A(1)=F_B(1)=1.$$

**Solution.** From right to left, use (f). For the other direction, take the test operator $K=e^{T_A}e^{-S_A}e^{-T_A}$. Then
$$e^{S_A}e^{-T_A}Ke^{T_A}=1,$$
so $F_A(K)=1$ (`hK`). The matrix $K$ need not be Hermitian: here $H_A$ and $H_B$ range over all complex matrices. With $H_A=K$, $H_B=0$, part (f) gives $F_B(1)$ and additivity gives $1$, so $F_B(1)=1$. With $H_A=0$, $H_B=1$, they give $F_A(1)F_B(1)=F_B(1)$, so $F_A(1)=1$.

The smallest case has one state per fragment. All matrices are numbers and $F(h,s,t)=e^sh$. The condition $Se_0=0$ forces $s=0$, and the energies $h_A$ and $h_B$ simply add. A nonzero $s$ is not a de-excitation, but it shows what the condition excludes: for $s_A=s_B=\ln2$, the pair has $4(h_A+h_B)$, while the fragment values sum to $2(h_A+h_B)$.

```lean
/-- For given fragment amplitudes, combined as Kronecker sums, the functional is additive for all
complex matrices `HA` and `HB`, Hermitian or not, exactly when the functional of the identity is one
on both fragments. -/
theorem ecc_additive_iff (a : m) (b : n) (SA TA : Matrix m m ℂ) (SB TB : Matrix n n ℂ) :
    (∀ HA HB, ecc (a, b) (kronSum HA HB) (kronSum SA SB) (kronSum TA TB) =
      ecc a HA SA TA + ecc b HB SB TB) ↔ ecc a 1 SA TA = 1 ∧ ecc b 1 SB TB = 1 := by
  constructor
  · intro h
    have zA : ecc a 0 SA TA = 0 := by simp [ecc]
    have zB : ecc b 0 SB TB = 0 := by simp [ecc]
    -- a test operator on fragment A for which the functional equals one
    have hK : ecc a (NormedSpace.exp TA * NormedSpace.exp (-SA) * NormedSpace.exp (-TA))
        SA TA = 1 := by
      have hT := exp_neg_mul_exp TA
      have hS := mul_eq_one_comm.mp (exp_neg_mul_exp SA)
      have hp : NormedSpace.exp SA * NormedSpace.exp (-TA) *
          (NormedSpace.exp TA * NormedSpace.exp (-SA) * NormedSpace.exp (-TA)) *
          NormedSpace.exp TA = 1 := by
        calc _ = NormedSpace.exp SA * (NormedSpace.exp (-TA) * NormedSpace.exp TA) *
              NormedSpace.exp (-SA) * (NormedSpace.exp (-TA) * NormedSpace.exp TA) := by
              simp only [mul_assoc]
          _ = 1 := by rw [hT, mul_one, mul_one, hS]
      rw [ecc, hp]
      simp [ref]
    have h1 := h (NormedSpace.exp TA * NormedSpace.exp (-SA) * NormedSpace.exp (-TA)) 0
    rw [ecc_kronSum, hK, zB, one_mul, mul_zero, add_zero, add_zero] at h1
    have h2 := h 0 1
    rw [ecc_kronSum, zA, h1, zero_mul, zero_add, zero_add, mul_one] at h2
    exact ⟨h2, h1⟩
  · rintro ⟨hA, hB⟩ HA HB
    rw [ecc_kronSum, hA, hB, mul_one, one_mul]
```

## (j) A two-level fragment

**Task.** Let $S$ have the single entry $S_{01}=s$ and $T$ the single entry $T_{10}=t$. Show $Se_0=0$ and
$$F(H,S,T)=(1-st)(H_{00}+H_{01}t)+s(H_{10}+H_{11}t).$$

**Solution.** The first column of $S$ is zero, so $Se_0=0$. Since $S^2=T^2=0$, the exponentials stop after the linear term (`hexp`). Hence $e^Te_0=(1,t)^{\top}$ and $e_0^{\top}e^Se^{-T}=(1-st,\,s)$. Placing $H$ between them gives the formula.

For numbers, take
$$H_A=\begin{pmatrix}0&1\\1&2\end{pmatrix},\ s_A=\tfrac12,\ t_A=1;\qquad H_B=\begin{pmatrix}1&0\\0&3\end{pmatrix},\ s_B=1,\ t_B=2.$$
Then $F_A=\tfrac12\cdot1+\tfrac12\cdot3=2$ and $F_B=-1\cdot1+1\cdot6=5$. The amplitudes are not stationary: $\partial F_A/\partial s_A=2$ and $\partial F_B/\partial s_B=4$.

For the pair, in the order $00,01,10,11$, the left vector is $\tfrac12(-1,1,-1,1)$ and the right vector is $(1,2,1,2)^{\top}$. The Hamiltonian $H_A\oplus H_B$ turns the latter into $(2,8,4,12)^T$, and the product is $-1+4-2+6=7=2+5$.

```lean
/-- In a two-level system with de-excitation amplitude `s` and excitation amplitude `t`, the
matrix `S` annihilates the reference and the functional is an explicit polynomial. -/
theorem two_level_witness (s t : ℂ) (H : Matrix (Fin 2) (Fin 2) ℂ) :
    !![0, s; 0, 0] *ᵥ ref (0 : Fin 2) = 0 ∧
    ecc 0 H !![0, s; 0, 0] !![0, 0; t, 0] =
      (1 - s * t) * (H 0 0 + H 0 1 * t) + s * (H 1 0 + H 1 1 * t) := by
  -- the exponential series of a matrix with square zero stops after the linear term
  have hexp : ∀ X : Matrix (Fin 2) (Fin 2) ℂ, X * X = 0 → NormedSpace.exp X = 1 + X := by
    intro X hX
    have h : HasSum (fun k : ℕ => ((k.factorial : ℂ)⁻¹) • X ^ k)
        (∑ k ∈ Finset.range 2, ((k.factorial : ℂ)⁻¹) • X ^ k) := hasSum_sum_of_ne_finset_zero
      (by
        intro k hk
        have hk2 : 2 ≤ k := by
          rw [Finset.mem_range] at hk
          omega
        obtain ⟨j, rfl⟩ := Nat.exists_eq_add_of_le hk2
        simp only [pow_add, pow_two, hX, zero_mul, smul_zero])
    have h2 := (hasSum_exp X).unique h
    simpa [Finset.sum_range_succ] using h2
  have hS : !![0, s; 0, 0] * !![0, s; 0, 0] = (0 : Matrix (Fin 2) (Fin 2) ℂ) := by
    ext i j
    fin_cases i <;> fin_cases j <;> simp [Matrix.mul_apply, Fin.sum_univ_two]
  have hT : !![0, 0; t, 0] * !![0, 0; t, 0] = (0 : Matrix (Fin 2) (Fin 2) ℂ) := by
    ext i j
    fin_cases i <;> fin_cases j <;> simp [Matrix.mul_apply, Fin.sum_univ_two]
  constructor
  · ext i
    fin_cases i <;> simp [ref]
  · rw [ecc, hexp _ hS, hexp _ hT, hexp _ (by rw [neg_mul_neg, hT])]
    simp [ref, Matrix.mul_apply, Fin.sum_univ_two, Matrix.one_apply]
    ring

end

end ExtendedCoupledCluster
```

```lean
#print axioms ExtendedCoupledCluster.ecc_additive
#print axioms ExtendedCoupledCluster.ecc_local
#print axioms ExtendedCoupledCluster.ecc_additive_iff
```

```
'ExtendedCoupledCluster.ecc_additive' depends on axioms: [propext, Classical.choice, Quot.sound]
'ExtendedCoupledCluster.ecc_local' depends on axioms: [propext, Classical.choice, Quot.sound]
'ExtendedCoupledCluster.ecc_additive_iff' depends on axioms: [propext, Classical.choice, Quot.sound]
```
